# Saxon–Hutner for delta scatterers: no bounded wave at a positive energy in a common gap

## Two gaps and an unknown mixture

Suppose that a crystal of A scatterers and a crystal of B scatterers both have a gap at the same energy. Without a further argument, this settles nothing about a mixture of the two. The band condition of a pure crystal relies on its periodicity, which a disordered alloy lacks. Checking some ordered arrangements leaves all the others open, and some cluster of A and B might bind a state inside the gap, as a foreign atom can.

For equally spaced delta scatterers on a line, at positive energy, this cannot happen: in a common gap the alloy has no bounded wave except zero, whatever the order of the scatterers.

## The alloy and its gaps

Put scatterers of real strengths \(g_n\) at the sites \(na\), with \(n\) an integer and \(a>0\). In units where \(\hbar^2/2m=1\), a wave of energy \(\kappa^2\), with \(\kappa>0\), obeys

\[
-\psi''(x)+\sum_n g_n\,\delta(x-na)\,\psi(x)=\kappa^2\psi(x).
\]

Between scatterers this is \(\psi''=-\kappa^2\psi\). At a scatterer \(\psi\) is continuous and its slope jumps. Write \(\varphi_n\) for the slope in the cell from \(na\) to \((n+1)a\), and \(\psi_n=\psi(na)\). Then

\[
\varphi_n(na)-\varphi_{n-1}(na)=g_n\psi_n .
\]

For a pure crystal of strength \(g\), a Bloch wave with real wave number \(k\) satisfies \(\cos ka=c(g)\), where

\[
c(g)=\cos\kappa a+\frac{g}{2\kappa}\sin\kappa a .
\]

No real \(k\) exists when \(|c(g)|>1\), and this is the gap condition. For repulsive scatterers it also holds from energy zero up to the lowest band, so that range counts as a gap here.

## From the wave to a recurrence

Fix a point \(x\) in a cell and let \(t\) vary over the same cell. With \(\varphi\) the slope there, set

\[
F(t)=\psi(t)\cos\kappa(x-t)+\varphi(t)\,\frac{\sin\kappa(x-t)}{\kappa}.
\]

Since \(\psi'=\varphi\) and \(\varphi'=-\kappa^2\psi\),

\[
F'=\varphi\cos\kappa(x-t)+\kappa\psi\sin\kappa(x-t)-\kappa\psi\sin\kappa(x-t)-\varphi\cos\kappa(x-t)=0 .
\]

So \(F\) is constant, and \(F(x)=\psi(x)\). The value and slope at any point \(y\) of the cell therefore give the wave at \(x\):

\[
\psi(x)=\psi(y)\cos\kappa(x-y)+\varphi(y)\,\frac{\sin\kappa(x-y)}{\kappa}.
\]

Start at site \(n\) and go one cell to the right and one to the left:

\[
\psi_{n+1}=\psi_n\cos\kappa a+\varphi_n(na)\frac{\sin\kappa a}{\kappa},\qquad
\psi_{n-1}=\psi_n\cos\kappa a-\varphi_{n-1}(na)\frac{\sin\kappa a}{\kappa}.
\]

Adding these and inserting the slope jump gives

\[
\psi_{n+1}+\psi_{n-1}=2c(g_n)\,\psi_n .
\]

## Why a bounded solution vanishes

Write \(c_n=c(g_n)\) and take moduli. The triangle inequality gives

\[
2|c_n|\,|\psi_n|\le|\psi_{n+1}|+|\psi_{n-1}| .
\]

Since \(|c_n|>1\), it follows that \(2|\psi_n|\le|\psi_{n+1}|+|\psi_{n-1}|\), so the sequence of moduli is convex.

A convex sequence \(v_0,v_1,\dots\) that is bounded above cannot have \(v_1>v_0\). Its increments never shrink, so \(v_k\ge v_0+k(v_1-v_0)\), which would exceed every bound. Applied to the right and to the left of site \(n\), this gives \(|\psi_{n+1}|\le|\psi_n|\) and \(|\psi_{n-1}|\le|\psi_n|\). Hence \(2|c_n||\psi_n|\le2|\psi_n|\), which forces \(\psi_n=0\).

The wave must still be shown to vanish between the sites. If \(\sin\kappa a\) were zero, then \(|c(g)|=|\cos\kappa a|=1\), contrary to the gap condition. So \(\sin\kappa a\ne0\). Propagation across a cell with zeros at both ends now reads \(0=\varphi_n(na)\sin\kappa a/\kappa\), so the slope at the left end is zero too, and \(\psi=0\) throughout the cell.

## One foreign scatterer outside the condition

If the gap condition fails at even one site, a nonzero bounded wave can exist, though it need not. Take \(\kappa=1\) and \(a=\pi/2\), so that \(c(g)=g/2\). Let every strength be \(-4\) except \(g_0=2\sqrt3-4\), and put \(\lambda=\sqrt3-2\). The sequence \(\psi_n=\lambda^{|n|}\) solves the recurrence: away from site 0 because \(\lambda+\lambda^{-1}=-4\), and at site 0 because \(2\lambda=g_0\). Filling each cell with

\[
\psi(x)=\psi_n\cos(x-na)+\psi_{n+1}\sin(x-na)
\]

gives a bounded, nonzero wave. It is an impurity state in a gap between two bands of the host, made possible by \(|c(g_0)|=|\lambda|<1\).

## The statement in Lean

`site a n` is the position \(na\), and `cell a n` is the closed interval from site \(n\) to site \(n+1\). `bandFunction κ a g` is \(c(g)\). `InGap κ a g` is the gap condition multiplied by \(2\kappa\), and `inGap_iff` shows that for \(\kappa>0\) it means \(|c(g)|>1\).

The structure `IsAlloyWave κ a g ψ φ` expresses the Schrödinger equation through cells and matching conditions, without delta distributions. Its fields `slope` and `schrodinger` state the two first-order equations in each closed cell, with one-sided derivatives at the ends, and `jump` is the condition at the scatterers. Continuity at a site follows because one function `ψ : ℝ → ℂ` is differentiable within both adjoining cells.

The theorem `saxon_hutner` takes any real sequence `g : ℤ → ℝ` whose every strength satisfies `InGap`, and any alloy wave with \(|\psi(x)|\le M\) for some \(M\). It concludes that \(\psi(x)=0\) for every \(x\). Any number of species may occur, even infinitely many, and \(|c(g_n)|\) may come arbitrarily close to 1 along the chain. `saxon_hutner_binary` is the case of two strengths \(g_A\) and \(g_B\). The purely discrete version, for any real coefficients with \(|c_n|>1\), is `lattice_solution_eq_zero`.

The name Saxon–Hutner is usually attached to a statement about energy spectra. What is proved here is the absence of bounded waves; the passage from there to the spectrum of a Hamiltonian needs further theory. The model is an infinite line with equal spacing, point scatterers, independent electrons and \(\kappa>0\). Open chain ends, unequal spacings and scatterers of finite width are not treated.

Within this non-interacting, one-dimensional model, the result gives a check on supercell calculations: a Bloch state of a supercell is bounded, so none may appear in a common gap at positive energy, however the species are ordered.

## The complete file

```lean
import Mathlib

open Set

namespace SaxonHutner

noncomputable section

/-- The position `n a` of the `n`-th scatterer. -/
def site (a : ℝ) (n : ℤ) : ℝ := n * a

/-- For `a > 0`, the closed cell between the scatterers `n` and `n + 1`. -/
def cell (a : ℝ) (n : ℤ) : Set ℝ := Icc (site a n) (site a (n + 1))

/-- The band function `c(g) = cos κa + (g / 2κ) sin κa` of the pure crystal of strength `g`,
for `κ ≠ 0`. -/
def bandFunction (κ a g : ℝ) : ℝ :=
  Real.cos (κ * a) + g / (2 * κ) * Real.sin (κ * a)

/-- For `κ > 0`, the wave number `κ` lies in a gap of the pure crystal of strength `g`;
the condition is written without division. -/
def InGap (κ a g : ℝ) : Prop :=
  2 * κ < |2 * κ * Real.cos (κ * a) + g * Real.sin (κ * a)|

/-- For `a > 0`, a wave `ψ` of energy `κ²` in the alloy with delta scatterers of strengths `g n`: in
cell `n` it has slope `φ n` and obeys `ψ'' = -κ² ψ`, and at site `n` the slope jumps by `g n` times
`ψ`. -/
structure IsAlloyWave (κ a : ℝ) (g : ℤ → ℝ) (ψ : ℝ → ℂ) (φ : ℤ → ℝ → ℂ) : Prop where
  slope : ∀ n, ∀ x ∈ cell a n, HasDerivWithinAt ψ (φ n x) (cell a n) x
  schrodinger : ∀ n, ∀ x ∈ cell a n,
    HasDerivWithinAt (φ n) (-(κ : ℂ) ^ 2 * ψ x) (cell a n) x
  jump : ∀ n, φ n (site a n) - φ (n - 1) (site a n) = g n * ψ (site a n)

/-- For `κ > 0`, the gap condition says that the band function exceeds one in modulus. -/
theorem inGap_iff {κ : ℝ} (hκ : 0 < κ) (a g : ℝ) :
    InGap κ a g ↔ 1 < |bandFunction κ a g| := by
  have e : κ * κ⁻¹ = 1 := mul_inv_cancel₀ hκ.ne'
  have h : 2 * κ * Real.cos (κ * a) + g * Real.sin (κ * a)
      = 2 * κ * bandFunction κ a g := by
    unfold bandFunction
    linear_combination (-(g * Real.sin (κ * a))) * e
  have h2 : 0 < 2 * κ := by linarith
  rw [InGap, h, abs_mul, abs_of_pos h2]
  exact lt_mul_iff_one_lt_right h2

/-- Free propagation: on an interval where `ψ' = φ` and `φ' = -κ² ψ` with `κ ≠ 0`, the value and
slope at `y` determine the wave at `x`. -/
theorem free_propagation {κ : ℝ} (hκ : κ ≠ 0) {s : Set ℝ} (hs : Convex ℝ s) {ψ φ : ℝ → ℂ}
    (h1 : ∀ t ∈ s, HasDerivWithinAt ψ (φ t) s t)
    (h2 : ∀ t ∈ s, HasDerivWithinAt φ (-(κ : ℂ) ^ 2 * ψ t) s t)
    {x y : ℝ} (hx : x ∈ s) (hy : y ∈ s) :
    ψ x = ψ y * (Real.cos (κ * (x - y)) : ℝ)
      + φ y * (Real.sin (κ * (x - y)) / κ : ℝ) := by
  have e : (κ : ℂ) * (κ : ℂ)⁻¹ = 1 := mul_inv_cancel₀ (Complex.ofReal_ne_zero.mpr hκ)
  -- the right-hand side, as a function of the base point, has zero derivative
  have key : ∀ t ∈ s, HasDerivWithinAt (fun t => ψ t * ((Real.cos (κ * (x - t)) : ℝ) : ℂ)
      + φ t * ((Real.sin (κ * (x - t)) / κ : ℝ) : ℂ)) 0 s t := by
    intro t ht
    have hl : HasDerivAt (fun t : ℝ => κ * (x - t)) (-κ) t :=
      (((hasDerivAt_id' t).const_sub x).const_mul κ).congr_deriv (by ring)
    have hc := hl.cos.ofReal_comp.hasDerivWithinAt (s := s)
    have hd := (hl.sin.div_const κ).ofReal_comp.hasDerivWithinAt (s := s)
    refine (((h1 t ht).mul hc).add ((h2 t ht).mul hd)).congr_deriv ?_
    push_cast
    linear_combination (-(φ t * Complex.cos (κ * (x - t)))
      - ψ t * Complex.sin (κ * (x - t)) * κ) * e
  have hF := Convex.norm_image_sub_le_of_norm_hasDerivWithin_le (f' := fun _ => 0) (C := 0)
    key (fun t _ => by simp) hs hy hx
  rw [zero_mul, norm_le_zero_iff, sub_eq_zero] at hF
  simpa using hF

/-- For `κ ≠ 0` and `a > 0`, the amplitudes of an alloy wave at three successive scatterers obey
`ψ(n+1) + ψ(n-1) = 2 c(g n) ψ(n)`. -/
theorem site_recurrence {κ a : ℝ} (hκ : κ ≠ 0) (ha : 0 < a) {g : ℤ → ℝ} {ψ : ℝ → ℂ}
    {φ : ℤ → ℝ → ℂ} (h : IsAlloyWave κ a g ψ φ) (n : ℤ) :
    ψ (site a (n + 1)) + ψ (site a (n - 1))
      = 2 * (bandFunction κ a (g n) : ℂ) * ψ (site a n) := by
  have e1 : site a (n + 1) - site a n = a := by unfold site; push_cast; ring
  have e2 : site a (n - 1) - site a n = -a := by unfold site; push_cast; ring
  have e3 : n - 1 + 1 = n := by ring
  have m1 : site a n ∈ cell a n := ⟨le_rfl, by linarith⟩
  have m2 : site a (n + 1) ∈ cell a n := ⟨by linarith, le_rfl⟩
  have m3 : site a n ∈ cell a (n - 1) := ⟨by linarith, by rw [e3]⟩
  have m4 : site a (n - 1) ∈ cell a (n - 1) := ⟨le_rfl, by rw [e3]; linarith⟩
  -- propagate from site n to the right and to the left
  have r := free_propagation (s := cell a n) hκ (convex_Icc _ _)
    (h.slope n) (h.schrodinger n) m2 m1
  have l := free_propagation (s := cell a (n - 1)) hκ (convex_Icc _ _)
    (h.slope (n - 1)) (h.schrodinger (n - 1)) m4 m3
  rw [e1] at r
  rw [e2, mul_neg, Real.cos_neg, Real.sin_neg] at l
  rw [r, l]
  unfold bandFunction
  push_cast
  linear_combination (Complex.sin (κ * a) / κ) * h.jump n

/-- A convex real sequence that is bounded above does not increase at its first step. -/
theorem convex_bounded_step {v : ℕ → ℝ} {M : ℝ}
    (hv : ∀ k, 2 * v (k + 1) ≤ v (k + 2) + v k) (hM : ∀ k, v k ≤ M) : v 1 ≤ v 0 := by
  by_contra hlt
  have hd : 0 < v 1 - v 0 := by linarith [not_le.mp hlt]
  have hs : ∀ k, v 1 - v 0 ≤ v (k + 1) - v k := by
    intro k
    induction k with
    | zero => simp
    | succ k ih => linarith [hv k]
  -- increments never shrink, so the sequence grows at least linearly
  have hg : ∀ k : ℕ, v 0 + k * (v 1 - v 0) ≤ v k := by
    intro k
    induction k with
    | zero => simp
    | succ k ih =>
      push_cast
      linarith [hs k]
  obtain ⟨k, hk⟩ := exists_nat_gt ((M - v 0) / (v 1 - v 0))
  rw [div_lt_iff₀ hd] at hk
  linarith [hg k, hM k]

/-- If `|c n| > 1` at every site, a bounded complex solution of
`ψ(n+1) + ψ(n-1) = 2 c(n) ψ(n)` on the integers is zero. -/
theorem lattice_solution_eq_zero {c : ℤ → ℝ} (hc : ∀ n, 1 < |c n|) {ψ : ℤ → ℂ}
    (h : ∀ n, ψ (n + 1) + ψ (n - 1) = 2 * (c n : ℂ) * ψ n)
    (hb : ∃ M : ℝ, ∀ n, ‖ψ n‖ ≤ M) (n : ℤ) : ψ n = 0 := by
  obtain ⟨M, hM⟩ := hb
  have hn : ∀ m, 2 * |c m| * ‖ψ m‖ ≤ ‖ψ (m + 1)‖ + ‖ψ (m - 1)‖ := by
    intro m
    calc 2 * |c m| * ‖ψ m‖ = ‖2 * (c m : ℂ) * ψ m‖ := by simp
      _ = ‖ψ (m + 1) + ψ (m - 1)‖ := by rw [h m]
      _ ≤ _ := norm_add_le _ _
  have hconv : ∀ m, 2 * ‖ψ m‖ ≤ ‖ψ (m + 1)‖ + ‖ψ (m - 1)‖ := fun m => by
    nlinarith [hn m, hc m, norm_nonneg (ψ m)]
  -- the modulus cannot increase to the right, nor to the left
  have hr := convex_bounded_step (v := fun k : ℕ => ‖ψ (n + (k : ℤ))‖) (M := M) (fun k => by
    have q := hconv (n + ((k + 1 : ℕ) : ℤ))
    rw [show n + ((k + 1 : ℕ) : ℤ) + 1 = n + ((k + 2 : ℕ) : ℤ) by push_cast; ring,
      show n + ((k + 1 : ℕ) : ℤ) - 1 = n + (k : ℤ) by push_cast; ring] at q
    exact q) (fun k => hM _)
  have hl := convex_bounded_step (v := fun k : ℕ => ‖ψ (n - (k : ℤ))‖) (M := M) (fun k => by
    have q := hconv (n - ((k + 1 : ℕ) : ℤ))
    rw [show n - ((k + 1 : ℕ) : ℤ) + 1 = n - (k : ℤ) by push_cast; ring,
      show n - ((k + 1 : ℕ) : ℤ) - 1 = n - ((k + 2 : ℕ) : ℤ) by push_cast; ring] at q
    linarith [q]) (fun k => hM _)
  simp only [Nat.cast_one, Nat.cast_zero, add_zero, sub_zero] at hr hl
  by_contra hne
  have hp : 0 < ‖ψ n‖ := norm_pos_iff.mpr hne
  nlinarith [hn n, mul_pos (sub_pos.mpr (hc n)) hp]

/-- No bounded wave in a common gap, for any number of species: if `κ > 0` lies in a gap of the pure
crystal of every strength present, with spacing `a > 0`, each bounded alloy wave vanishes
everywhere. -/
theorem saxon_hutner {κ a : ℝ} (hκ : 0 < κ) (ha : 0 < a) {g : ℤ → ℝ}
    (hg : ∀ n, InGap κ a (g n)) {ψ : ℝ → ℂ} {φ : ℤ → ℝ → ℂ} (h : IsAlloyWave κ a g ψ φ)
    (hb : ∃ M : ℝ, ∀ x, ‖ψ x‖ ≤ M) (x : ℝ) : ψ x = 0 := by
  obtain ⟨M, hM⟩ := hb
  have hz : ∀ n, ψ (site a n) = 0 :=
    lattice_solution_eq_zero (c := fun n => bandFunction κ a (g n))
      (ψ := fun n => ψ (site a n)) (fun n => (inGap_iff hκ a (g n)).mp (hg n))
      (site_recurrence hκ.ne' ha h) ⟨M, fun n => hM _⟩
  -- inside a gap the sine cannot vanish
  have hsin : Real.sin (κ * a) ≠ 0 := by
    intro h0
    have q := hg 0
    rw [InGap, h0, mul_zero, add_zero, abs_mul, abs_of_pos (by linarith : 0 < 2 * κ)] at q
    nlinarith [Real.abs_cos_le_one (κ * a)]
  -- locate x in its cell
  obtain ⟨n, hx⟩ : ∃ n, x ∈ cell a n := by
    refine ⟨⌊x / a⌋, ?_, ?_⟩
    · exact (le_div_iff₀ ha).mp (Int.floor_le (x / a))
    · have q := (div_lt_iff₀ ha).mp (Int.lt_floor_add_one (x / a))
      unfold site
      push_cast
      exact q.le
  have e1 : site a (n + 1) - site a n = a := by unfold site; push_cast; ring
  have m1 : site a n ∈ cell a n := ⟨le_rfl, by linarith⟩
  have m2 : site a (n + 1) ∈ cell a n := ⟨by linarith, le_rfl⟩
  have prop := fun {y : ℝ} (hy : y ∈ cell a n) => free_propagation (s := cell a n) hκ.ne'
    (convex_Icc _ _) (h.slope n) (h.schrodinger n) hy m1
  -- zeros at both ends of the cell force a zero slope
  have r := prop m2
  rw [e1, hz, hz, zero_mul, zero_add] at r
  have hφ : φ n (site a n) = 0 :=
    (mul_eq_zero.mp r.symm).resolve_right
      (Complex.ofReal_ne_zero.mpr (div_ne_zero hsin hκ.ne'))
  rw [prop hx, hz, hφ, zero_mul, zero_mul, add_zero]

/-- Binary alloy: for `κ > 0` in a common gap of the pure `A` and `B` crystals of spacing `a > 0`,
every bounded wave vanishes, whatever the order of the two species. -/
theorem saxon_hutner_binary {κ a gA gB : ℝ} (hκ : 0 < κ) (ha : 0 < a)
    (hA : InGap κ a gA) (hB : InGap κ a gB) {g : ℤ → ℝ} (hg : ∀ n, g n = gA ∨ g n = gB)
    {ψ : ℝ → ℂ} {φ : ℤ → ℝ → ℂ} (h : IsAlloyWave κ a g ψ φ)
    (hb : ∃ M : ℝ, ∀ x, ‖ψ x‖ ≤ M) (x : ℝ) : ψ x = 0 := by
  refine saxon_hutner hκ ha (fun n => ?_) h hb x
  rcases hg n with q | q
  · rw [q]; exact hA
  · rw [q]; exact hB

/-- At `κ = 1` and `a = π/2`, the strengths `4` and `-4` share a gap, with band functions
`2` and `-2`. -/
theorem common_gap_witness :
    (InGap 1 (Real.pi / 2) 4 ∧ InGap 1 (Real.pi / 2) (-4)) ∧
      bandFunction 1 (Real.pi / 2) 4 = 2 ∧ bandFunction 1 (Real.pi / 2) (-4) = -2 := by
  have h1 : bandFunction 1 (Real.pi / 2) 4 = 2 := by
    rw [bandFunction, one_mul, Real.cos_pi_div_two, Real.sin_pi_div_two]
    norm_num
  have h2 : bandFunction 1 (Real.pi / 2) (-4) = -2 := by
    rw [bandFunction, one_mul, Real.cos_pi_div_two, Real.sin_pi_div_two]
    norm_num
  refine ⟨⟨?_, ?_⟩, h1, h2⟩
  · rw [inGap_iff one_pos, h1]
    norm_num
  · rw [inGap_iff one_pos, h2]
    norm_num

end

end SaxonHutner
```

```lean
#print axioms SaxonHutner.saxon_hutner_binary
-- 'SaxonHutner.saxon_hutner_binary' depends on axioms: [propext, Classical.choice, Quot.sound]
```

## Reading the proof

**Propagation.** In `free_propagation`, the step `key` is the computation \(F'=0\). A mean-value inequality with derivative bound zero then shows that \(F\) takes the same value at \(x\) and \(y\). It applies on any convex set of the line, and the cells are such sets.

**Recurrence.** `site_recurrence` uses propagation twice, as `r` to the right and `l` to the left. The closing `linear_combination` multiplies the slope jump by \(\sin\kappa a/\kappa\) and adds it in, as in the derivation above.

**Convexity.** `convex_bounded_step` assumes \(v_1>v_0\) and runs two inductions: `hs` says that no increment is smaller than the first, and `hg` gives the linear lower bound. A large enough \(k\) then contradicts the upper bound \(M\).

**The lattice.** In `lattice_solution_eq_zero`, `hn` is the triangle inequality with the factor \(|c_m|\), and `hconv` is the convexity that it implies. The convexity lemma is applied to \(|\psi_{n+k}|\) and \(|\psi_{n-k}|\) as sequences in \(k\ge0\), which gives `hr` and `hl`. The final `nlinarith` combines them with `hn` to exclude \(|\psi_n|>0\).

**The whole line.** In `saxon_hutner`, `hz` transfers the lattice result to the sites, and `hsin` excludes \(\sin\kappa a=0\). The cell containing \(x\) is found by rounding \(x/a\) down. Propagation to the right end gives the zero slope `hφ`, and propagation to \(x\) finishes the proof. The binary theorem only checks that each site carries one of the two allowed strengths.

**An example.** `common_gap_witness` takes \(\kappa=1\) and \(a=\pi/2\), where the strengths \(4\) and \(-4\) have \(c=2\) and \(c=-2\). A repulsive and an attractive scatterer can thus meet the gap condition at the same energy, with band functions of opposite sign. The proof handles this without a separate case because it uses only \(|c_n|\). For strength \(4\) this energy lies below the lowest band, for \(-4\) between two bands. With the same spacing, \(\kappa=3\) and strengths \(8\) and \(-8\), where \(c=-4/3\) and \(c=4/3\), it lies between two bands for both crystals.
